# Gaussian averages of the cubic field: −24/5 for the xy, yz, zx orbitals and 36/5 for the other two d orbitals

The size of the splitting that a cubic crystal field produces in the levels of a d electron depends on the electron's radial function. Here that function is r² times a Gaussian: the orbital is ψ·exp(−r²/4), up to a constant, with ψ a real combination of the five quadratic d polynomials. Its square is ψ² times the density of the standard Gaussian probability measure, so norms and energies become Gaussian means, written E below. Lengths are in units of the standard deviation of one coordinate under this Gaussian measure, and the strength of the field is set to 1.

The notation `γ` stands for the one-dimensional Gaussian of mean 0 and variance 1.

```lean
import Mathlib

open MeasureTheory ProbabilityTheory
open scoped ENNReal NNReal

namespace GaussianCrystalField

noncomputable section

local notation "γ" => gaussianReal 0 1
```

In space the density is (2π)^(−3/2) exp(−r²/2), the product of one such factor per axis. A point p has coordinates x = `p.1`, y = `p.2.1`, z = `p.2.2`.

```lean
/-- The standard Gaussian probability measure on three-dimensional space. -/
abbrev gauss3 : Measure (ℝ × ℝ × ℝ) := (γ).prod ((γ).prod γ)
```

The one-dimensional moments should obey

E xⁿ⁺² = (n+1) E xⁿ,

starting from E 1 = 1 and E x = 0. This recursion defines the numbers 1, 0, 1, 0, 3, 0, 15, 0, 105, which are identified with the integrals further on.

```lean
/-- The numbers 1, 0, 1, 0, 3, 0, 15, ... generated by the recursion `m (n+2) = (n+1) m n`. -/
def gaussMoment : ℕ → ℝ
  | 0 => 1
  | 1 => 0
  | n + 2 => ((n : ℝ) + 1) * gaussMoment n
```

Lean gives the integral of a non-integrable function the value 0, so a mean is recorded together with integrability.

```lean
/-- The function `f` is integrable against the Gaussian measure on space, with integral `m`. -/
def HasMean (f : ℝ × ℝ × ℝ → ℝ) (m : ℝ) : Prop :=
  Integrable f gauss3 ∧ ∫ p, f p ∂gauss3 = m
```

## The field and the orbitals

The potential is the quartic term of a cubic field, with its strength set to 1:

W = x⁴ + y⁴ + z⁴ − (3/5) r⁴.

For an electron surrounded by an octahedron of equal negative charges on the coordinate axes, this term enters with a positive coefficient.

```lean
/-- The quartic cubic-field potential `W = x⁴ + y⁴ + z⁴ - (3/5) r⁴`. -/
def cubicField (p : ℝ × ℝ × ℝ) : ℝ :=
  p.1 ^ 4 + p.2.1 ^ 4 + p.2.2 ^ 4 - 3 / 5 * (p.1 ^ 2 + p.2.1 ^ 2 + p.2.2 ^ 2) ^ 2
```

The general real d state has five amplitudes:

ψ = a·xy + b·yz + c·zx + u·(x²−y²)/2 + v·(2z²−x²−y²)/(2√3).

The first three orbitals are the t₂g set and the last two the e_g set.

```lean
/-- The real d state with amplitudes `a, b, c` on `xy, yz, zx` and `u, v` on
`(x² - y²)/2` and `(2z² - x² - y²)/(2√3)`. -/
def dState (a b c u v : ℝ) (p : ℝ × ℝ × ℝ) : ℝ :=
  a * (p.1 * p.2.1) + b * (p.2.1 * p.2.2) + c * (p.2.2 * p.1)
    + u * ((p.1 ^ 2 - p.2.1 ^ 2) / 2)
    + v * ((2 * p.2.2 ^ 2 - p.1 ^ 2 - p.2.1 ^ 2) / (2 * √3))
```

Expanding r⁴ gives

W = (2/5)(x⁴+y⁴+z⁴) − (6/5)(x²y²+y²z²+z²x²).

The mean of W xⁱyʲzᵏ is therefore a combination of six products of one-dimensional moments.

```lean
/-- The combination of Gaussian moments obtained from `W xⁱ yʲ zᵏ` term by term. -/
def cubicMoment (i j k : ℕ) : ℝ :=
  2 / 5 * (gaussMoment (i + 4) * (gaussMoment j * gaussMoment k)
    + gaussMoment i * (gaussMoment (j + 4) * gaussMoment k)
    + gaussMoment i * (gaussMoment j * gaussMoment (k + 4)))
  - 6 / 5 * (gaussMoment (i + 2) * (gaussMoment (j + 2) * gaussMoment k)
    + gaussMoment i * (gaussMoment (j + 2) * gaussMoment (k + 2))
    + gaussMoment (i + 2) * (gaussMoment j * gaussMoment (k + 2)))
```

## Moments by integration by parts

The recursion follows from the derivative

d/dx [xⁿ⁺¹ e^(−x²/2)] = (n+1) xⁿ e^(−x²/2) − xⁿ⁺² e^(−x²/2).

The left side integrates to zero over the line, and dividing by √(2π) gives the claim. In the proof, `hI` supplies integrability, `hM` writes the moments with the explicit density, `hd` is the derivative above, and `h0` is its vanishing integral.

```lean
/-- Integration by parts raises the order of a one-dimensional Gaussian moment by two. -/
theorem gaussian_recursion (n : ℕ) :
    ∫ x, x ^ (n + 2) ∂γ = ((n : ℝ) + 1) * ∫ x, x ^ n ∂γ := by
  have hI : ∀ k : ℕ, Integrable (fun x : ℝ => x ^ k * Real.exp (-(1 / 2) * x ^ 2)) := by
    intro k
    have hk : (-1 : ℝ) < (k : ℝ) := by
      have : (0 : ℝ) ≤ (k : ℝ) := Nat.cast_nonneg k
      linarith
    simpa only [Real.rpow_natCast] using
      integrable_rpow_mul_exp_neg_mul_sq (b := 1 / 2) (by norm_num) hk
  -- write the moments with the explicit density
  have hM : ∀ k : ℕ, ∫ x, x ^ k ∂γ =
      (√(2 * Real.pi))⁻¹ * ∫ x : ℝ, x ^ k * Real.exp (-(1 / 2) * x ^ 2) := by
    intro k
    rw [integral_gaussianReal_eq_integral_smul one_ne_zero, ← integral_const_mul]
    refine integral_congr_ae (ae_of_all _ fun x => ?_)
    simp only [gaussianPDFReal, smul_eq_mul, sub_zero, NNReal.coe_one, mul_one]
    rw [show -x ^ 2 / 2 = -(1 / 2) * x ^ 2 by ring]
    ring
  -- the integral of a total derivative vanishes
  have hd : ∀ x : ℝ, HasDerivAt (fun y : ℝ => y ^ (n + 1) * Real.exp (-(1 / 2) * y ^ 2))
      (((n : ℝ) + 1) * (x ^ n * Real.exp (-(1 / 2) * x ^ 2))
        - x ^ (n + 2) * Real.exp (-(1 / 2) * x ^ 2)) x := by
    intro x
    have h2 : HasDerivAt (fun y : ℝ => -(1 / 2) * y ^ 2) (-x) x :=
      ((hasDerivAt_pow 2 x).const_mul (-(1 / 2) : ℝ)).congr_deriv (by push_cast; ring)
    refine ((hasDerivAt_pow (n + 1) x).fun_mul h2.exp).congr_deriv ?_
    rw [Nat.add_sub_cancel]
    push_cast
    ring
  have h0 := integral_eq_zero_of_hasDerivAt_of_integrable hd
    (((hI n).const_mul ((n : ℝ) + 1)).sub (hI (n + 2))) (hI (n + 1))
  rw [integral_sub ((hI n).const_mul _) (hI (n + 2)), integral_const_mul] at h0
  rw [hM, hM]
  linear_combination (-(√(2 * Real.pi))⁻¹) * h0
```

Induction in steps of two, from n = 0 and n = 1, now identifies every moment with `gaussMoment n`. Integrability comes from Mathlib's result that a Gaussian variable has finite moments of all orders.

```lean
/-- Every power of a standard Gaussian variable is integrable, and its mean is `gaussMoment`. -/
theorem gaussian_moment (n : ℕ) :
    Integrable (fun x : ℝ => x ^ n) γ ∧ ∫ x, x ^ n ∂γ = gaussMoment n := by
  constructor
  · have h : MemLp (id : ℝ → ℝ) (n : ℝ≥0∞) γ := by
      exact_mod_cast memLp_id_gaussianReal (μ := 0) (v := 1) (n : ℝ≥0)
    refine (integrable_norm_iff (continuous_pow n).aestronglyMeasurable).1 ?_
    simpa only [norm_pow, id] using h.integrable_norm_pow'
  · induction n using Nat.twoStepInduction with
    | zero => simp [gaussMoment]
    | one =>
      simp only [pow_one, gaussMoment]
      exact integral_id_gaussianReal
    | more n ih _ => rw [gaussian_recursion, ih, gaussMoment]
```

Means are linear,

E(c f + d g) = c E f + d E g,

```lean
/-- Gaussian means are linear. -/
theorem HasMean.lin {f g : ℝ × ℝ × ℝ → ℝ} {m n : ℝ} (hf : HasMean f m) (c : ℝ)
    (hg : HasMean g n) (d : ℝ) : HasMean (fun p => c * f p + d * g p) (c * m + d * n) :=
  ⟨(hf.1.const_mul c).add (hg.1.const_mul d), by
    rw [integral_add (hf.1.const_mul c) (hg.1.const_mul d), integral_const_mul,
      integral_const_mul, hf.2, hg.2]⟩
```

and they are unchanged when the function or the value is rewritten in an equal form.

```lean
/-- A Gaussian mean may be rewritten along equalities of the function and of the value. -/
theorem HasMean.of_eq {f g : ℝ × ℝ × ℝ → ℝ} {m n : ℝ} (hf : HasMean f m)
    (h : ∀ p, f p = g p) (hmn : m = n) : HasMean g n := by
  obtain rfl := funext h
  exact hmn ▸ hf
```

Since the measure is a product,

E(xⁱyʲzᵏ) = E xⁱ · E yʲ · E zᵏ.

The proof splits off one axis at a time.

```lean
/-- The Gaussian mean of a monomial factorises over the three axes. -/
theorem hasMean_monomial (i j k : ℕ) :
    HasMean (fun p => p.1 ^ i * (p.2.1 ^ j * p.2.2 ^ k))
      (gaussMoment i * (gaussMoment j * gaussMoment k)) := by
  refine ⟨(gaussian_moment i).1.mul_prod
    ((gaussian_moment j).1.mul_prod (gaussian_moment k).1), ?_⟩
  have h2 : ∫ q : ℝ × ℝ, q.1 ^ j * q.2 ^ k ∂((γ).prod γ) = gaussMoment j * gaussMoment k := by
    rw [← (gaussian_moment j).2, ← (gaussian_moment k).2]
    exact integral_prod_mul (fun x : ℝ => x ^ j) (fun x : ℝ => x ^ k)
  rw [← h2, ← (gaussian_moment i).2]
  exact integral_prod_mul (fun x : ℝ => x ^ i) (fun q : ℝ × ℝ => q.1 ^ j * q.2 ^ k)
```

Applying this to the six terms of W gives the means with the field included.

```lean
/-- The Gaussian mean of the cubic field times a monomial is `cubicMoment`. -/
theorem hasMean_cubicField (i j k : ℕ) :
    HasMean (fun p => cubicField p * (p.1 ^ i * (p.2.1 ^ j * p.2.2 ^ k)))
      (cubicMoment i j k) := by
  refine HasMean.of_eq
    ((((((hasMean_monomial (i + 4) j k).lin (2 / 5) (hasMean_monomial i (j + 4) k) (2 / 5)).lin
      1 (hasMean_monomial i j (k + 4)) (2 / 5)).lin
      1 (hasMean_monomial (i + 2) (j + 2) k) (-6 / 5)).lin
      1 (hasMean_monomial i (j + 2) (k + 2)) (-6 / 5)).lin
      1 (hasMean_monomial (i + 2) j (k + 2)) (-6 / 5)) (fun p => ?_) ?_
  · simp only [cubicField]
    ring
  · simp only [cubicMoment]
    ring
```

## Two quartic moments fix the levels

Let g be a weight for which x⁴, y⁴, z⁴ all have weighted mean α, while x²y², y²z², z²x² all have weighted mean β, and the other nine quartic monomials have mean zero. Write

ψ = A x² + B y² + C z² + a·xy + b·yz + c·zx.

Squaring and averaging gives

E(gψ²) = α(A²+B²+C²) + β(2AB+2BC+2CA + a²+b²+c²).

For a d state,

A = u/2 − v/(2√3), B = −u/2 − v/(2√3), C = v/√3.

Then A+B+C = 0, so 2AB+2BC+2CA = −(A²+B²+C²). Also A²+B²+C² = (u²+v²)/2. Hence

E(gψ²) = β(a²+b²+c²) + ((α−β)/2)(u²+v²).

In the limiting case α = 3β the two levels coincide and there is no splitting.

The Lean hypothesis `h` asks for a mean of g times every monomial, though the proof uses only the quartic ones. The step `quad` is the expansion of the square, and the last lines insert A, B, C.

```lean
/-- Let `g` times every monomial be integrable against the Gaussian measure. If the quartic moments
of the weight `g` are `α` for `x⁴, y⁴, z⁴`, `β` for `x²y², y²z², z²x²` and zero for the others, then
the mean of `g ψ²` in a d state is diagonal, with levels `β` and `(α - β)/2`. -/
theorem hasMean_dState {g : ℝ × ℝ × ℝ → ℝ} {w : ℕ → ℕ → ℕ → ℝ} {α β : ℝ}
    (h : ∀ i j k, HasMean (fun p => g p * (p.1 ^ i * (p.2.1 ^ j * p.2.2 ^ k))) (w i j k))
    (hα : w 4 0 0 = α ∧ w 0 4 0 = α ∧ w 0 0 4 = α)
    (hβ : w 2 2 0 = β ∧ w 0 2 2 = β ∧ w 2 0 2 = β)
    (ho : w 3 1 0 = 0 ∧ w 1 3 0 = 0 ∧ w 1 1 2 = 0 ∧ w 2 1 1 = 0 ∧ w 0 3 1 = 0 ∧
      w 0 1 3 = 0 ∧ w 3 0 1 = 0 ∧ w 1 2 1 = 0 ∧ w 1 0 3 = 0) (a b c u v : ℝ) :
    HasMean (fun p => g p * dState a b c u v p ^ 2)
      (β * (a ^ 2 + b ^ 2 + c ^ 2) + (α - β) / 2 * (u ^ 2 + v ^ 2)) := by
  obtain ⟨a1, a2, a3⟩ := hα
  obtain ⟨b1, b2, b3⟩ := hβ
  obtain ⟨o1, o2, o3, o4, o5, o6, o7, o8, o9⟩ := ho
  -- expand the square of a general quadratic form into its fifteen monomials
  have quad : ∀ A B C : ℝ, HasMean (fun p => g p * (A * p.1 ^ 2 + B * p.2.1 ^ 2 + C * p.2.2 ^ 2
      + a * (p.1 * p.2.1) + b * (p.2.1 * p.2.2) + c * (p.2.2 * p.1)) ^ 2)
      (α * (A ^ 2 + B ^ 2 + C ^ 2)
        + β * (2 * A * B + 2 * B * C + 2 * C * A + a ^ 2 + b ^ 2 + c ^ 2)) := by
    intro A B C
    have s1 := ((h 4 0 0).lin (A ^ 2) (h 0 4 0) (B ^ 2)).lin 1 (h 0 0 4) (C ^ 2)
    have s2 := ((h 2 2 0).lin (2 * A * B + a ^ 2) (h 0 2 2) (2 * B * C + b ^ 2)).lin
      1 (h 2 0 2) (2 * C * A + c ^ 2)
    have s3 := ((h 3 1 0).lin (2 * A * a) (h 1 3 0) (2 * B * a)).lin
      1 (h 1 1 2) (2 * C * a + 2 * b * c)
    have s4 := ((h 0 3 1).lin (2 * B * b) (h 0 1 3) (2 * C * b)).lin
      1 (h 2 1 1) (2 * A * b + 2 * a * c)
    have s5 := ((h 3 0 1).lin (2 * A * c) (h 1 0 3) (2 * C * c)).lin
      1 (h 1 2 1) (2 * B * c + 2 * a * b)
    refine HasMean.of_eq ((((s1.lin 1 s2 1).lin 1 s3 1).lin 1 s4 1).lin 1 s5 1)
      (fun p => ?_) ?_
    · ring
    · rw [a1, a2, a3, b1, b2, b3, o1, o2, o3, o4, o5, o6, o7, o8, o9]
      ring
  have hs : ((√3)⁻¹ : ℝ) ^ 2 = 1 / 3 := by
    rw [inv_pow, Real.sq_sqrt (by norm_num)]
    norm_num
  refine (quad (u / 2 - v * (√3)⁻¹ / 2) (-u / 2 - v * (√3)⁻¹ / 2) (v * (√3)⁻¹)).of_eq
    (fun p => ?_) ?_
  · simp only [dState]
    ring
  · linear_combination ((α - β) * (3 / 2) * v ^ 2) * hs
```

For g = 1 the moments are α = 3 and β = 1, which is the unsplit case with both levels equal to 1. For g = W,

α = (2/5)(105+9+9) − (6/5)(15+15+3) = 48/5,

β = (2/5)(15+15+3) − (6/5)(9+3+3) = −24/5,

and (α−β)/2 = 36/5. The nine remaining means vanish because each monomial is odd in some coordinate, while both weights are even in every coordinate.

The theorem says that, for all real amplitudes, the squared norm is a²+b²+c²+u²+v² and the integral of Wψ² is −(24/5)(a²+b²+c²) + (36/5)(u²+v²). For an unnormalised nonzero state, the mean energy is the second number divided by the first.

```lean
/-- In the Gaussian average the five d orbitals are orthonormal, and the cubic field is diagonal
with value `-24/5` on `xy, yz, zx` and `36/5` on the other two. -/
theorem cubic_field_splitting (a b c u v : ℝ) :
    ∫ p, dState a b c u v p ^ 2 ∂gauss3 = a ^ 2 + b ^ 2 + c ^ 2 + u ^ 2 + v ^ 2 ∧
    ∫ p, cubicField p * dState a b c u v p ^ 2 ∂gauss3 =
      -(24 / 5) * (a ^ 2 + b ^ 2 + c ^ 2) + 36 / 5 * (u ^ 2 + v ^ 2) := by
  constructor
  · have h := hasMean_dState (g := fun _ => 1)
      (w := fun i j k => gaussMoment i * (gaussMoment j * gaussMoment k)) (α := 3) (β := 1)
      (fun i j k => (hasMean_monomial i j k).of_eq (fun p => (one_mul _).symm) rfl)
      (by norm_num [gaussMoment]) (by norm_num [gaussMoment]) (by norm_num [gaussMoment])
      a b c u v
    exact (h.of_eq (fun p => one_mul _) (by ring)).2
  · have h := hasMean_dState (α := 48 / 5) (β := -(24 / 5)) hasMean_cubicField
      (by norm_num [cubicMoment, gaussMoment]) (by norm_num [cubicMoment, gaussMoment])
      (by norm_num [cubicMoment, gaussMoment]) a b c u v
    exact h.2.trans (by ring)
```

For example, a = 3/5 and u = 4/5, with the other amplitudes zero, give norm 9/25 + 16/25 = 1 and energy

−(24/5)(9/25) + (36/5)(16/25) = 72/25.

Setting a single amplitude to 1 gives the energies of xy and (x²−y²)/2, in the ratio −2 to 3.

```lean
/-- The orbitals `xy` and `(x² - y²)/2` both have Gaussian norm one, and their mean cubic-field
energies are `-24/5` and `36/5`, in the ratio `-2` to `3`. -/
theorem xy_and_x2y2_energies :
    ∫ p, (p.1 * p.2.1) ^ 2 ∂gauss3 = 1 ∧
    ∫ p, ((p.1 ^ 2 - p.2.1 ^ 2) / 2) ^ 2 ∂gauss3 = 1 ∧
    ∫ p, cubicField p * (p.1 * p.2.1) ^ 2 ∂gauss3 = -(24 / 5) ∧
    ∫ p, cubicField p * ((p.1 ^ 2 - p.2.1 ^ 2) / 2) ^ 2 ∂gauss3 = 36 / 5 := by
  have ht := cubic_field_splitting 1 0 0 0 0
  have he := cubic_field_splitting 0 0 0 1 0
  have et : ∀ p, dState 1 0 0 0 0 p = p.1 * p.2.1 := fun p => by
    simp only [dState]
    ring
  have ee : ∀ p, dState 0 0 0 1 0 p = (p.1 ^ 2 - p.2.1 ^ 2) / 2 := fun p => by
    simp only [dState]
    ring
  simp only [et] at ht
  simp only [ee] at he
  exact ⟨ht.1.trans (by norm_num), he.1.trans (by norm_num),
    ht.2.trans (by norm_num), he.2.trans (by norm_num)⟩
```

## The lowest level

For a normalised state, a²+b²+c² = 1 − u² − v², so

E(Wψ²) = −24/5 + 12(u²+v²).

This is at least −24/5, with equality exactly when u = v = 0. The number 12 is the splitting, called 10Dq in ligand-field theory; here it belongs to a single electron with a fixed Gaussian radial function, without spin–orbit coupling or electron repulsion.

The step left to physics is to identify the d electron of a real ion in its crystal with this orbital in the field W. Another radial function would multiply both levels by a common factor, since W is r⁴ times a function of the angles; that remark is an argument in prose and has no theorem here.

```lean
/-- The mean cubic-field energy of a normalised real d state is at least `-24/5`, with equality
exactly when the state is a combination of `xy, yz, zx`. -/
theorem lowest_energy (a b c u v : ℝ) (h : ∫ p, dState a b c u v p ^ 2 ∂gauss3 = 1) :
    -(24 / 5) ≤ ∫ p, cubicField p * dState a b c u v p ^ 2 ∂gauss3 ∧
    (∫ p, cubicField p * dState a b c u v p ^ 2 ∂gauss3 = -(24 / 5) ↔ u = 0 ∧ v = 0) := by
  obtain ⟨h1, h2⟩ := cubic_field_splitting a b c u v
  rw [h1] at h
  rw [h2]
  have hu := sq_nonneg u
  have hv := sq_nonneg v
  refine ⟨by linarith, fun e => ?_, fun e => ?_⟩
  · exact ⟨(pow_eq_zero_iff two_ne_zero).1 (by linarith),
      (pow_eq_zero_iff two_ne_zero).1 (by linarith)⟩
  · rw [e.1, e.2] at h ⊢
    linarith

end

end GaussianCrystalField
```

```lean
#print axioms GaussianCrystalField.cubic_field_splitting
-- 'GaussianCrystalField.cubic_field_splitting' depends on axioms: [propext, Classical.choice, Quot.sound]
#print axioms GaussianCrystalField.xy_and_x2y2_energies
-- 'GaussianCrystalField.xy_and_x2y2_energies' depends on axioms: [propext, Classical.choice, Quot.sound]
#print axioms GaussianCrystalField.lowest_energy
-- 'GaussianCrystalField.lowest_energy' depends on axioms: [propext, Classical.choice, Quot.sound]
```
